# An odd 3j coupling gives zero bispectrum for a repeated channel, but not for three orthonormal vectors

## Can I drop the components with odd l + l + l₃?

I describe an atomic environment by amplitudes $c_m$ of angular momentum $l$ and $d_{m_3}$ of angular momentum $l_3$, and I combine them into

$$B(c,c,d)=\sum_{m_1,m_2,m_3} w(m_1,m_2,m_3)\,c_{m_1}c_{m_2}d_{m_3},$$

where $w$ is the Wigner 3j symbol for $(l,l,l_3)$. Nothing is complex conjugated.

Whenever $l+l+l_3$ is odd, my code returns zero, whatever the environment. I was about to delete these components. A colleague who keeps separate amplitudes for each chemical element says that her $(1,1,1)$ component is not zero at all. Is one of us wrong?

## They vanish for a repeated channel, and three different channels can survive

You can both be right. Call each set of amplitudes a channel, and write $B(a,b,d)$ for the sum with channels $a$, $b$ of angular momentum $l$ and $d$ of angular momentum $l_3$. If the coupling obeys the 3j exchange phase and $l+l+l_3$ is odd, your sum vanishes because the same channel $c$ enters twice. With different channels that reason is gone.

**The repeated channel.** Number the components by $i,j,k$ in place of $m_1,m_2,m_3$. The 3j exchange phase is

$$w(j,i,k)=(-1)^{l+l+l_3}\,w(i,j,k),$$

which for an odd sum reads $w(j,i,k)=-w(i,j,k)$. Exchange the first two channels and relabel $i\leftrightarrow j$:

$$B(b,a,d)=\sum_{ijk}w(i,j,k)\,b_i a_j d_k=\sum_{ijk}w(j,i,k)\,a_i b_j d_k=-B(a,b,d).$$

For $a=b=c$ this gives $B(c,c,d)=-B(c,c,d)$, so $B(c,c,d)=0$.

The converse holds too. Suppose $B(c,c,d)=0$ for all $c$ and $d$. Expanding a sum of two channels gives

$$0=B(a+b,a+b,d)=B(a,a,d)+B(a,b,d)+B(b,a,d)+B(b,b,d),$$

and the first and last terms on the right vanish. Let $a$, $b$, $d$ have a single unit amplitude at $i$, $j$, $k$ respectively. What remains is $w(i,j,k)+w(j,i,k)=0$.

**Three vector channels.** For $l=l_3=1$ use Cartesian components $0,1,2$ and the Levi-Civita symbol

$$\varepsilon_{ijk}=\tfrac12(j-i)(k-i)(k-j).$$

It is zero when two indices agree, and $\varepsilon_{012}=1\cdot2\cdot1/2=1$. Put the channels into the rows $u_0,u_1,u_2$ of a matrix $u$. The six nonzero terms are

$$\begin{aligned}B={}&u_{00}u_{11}u_{22}+u_{01}u_{12}u_{20}+u_{02}u_{10}u_{21}\\&-u_{00}u_{12}u_{21}-u_{01}u_{10}u_{22}-u_{02}u_{11}u_{20}=\det u.\end{aligned}$$

This is nonzero exactly when the three rows are linearly independent. If they are orthonormal, then $uu^\dagger=1$, hence $\det u\,\overline{\det u}=1$ and $|B|=1$.

A linear map $R$ applied to every channel turns $u$ into $uR^{T}$, so $B$ becomes $\det R\cdot B$. A proper rotation leaves $B$ unchanged, and inversion, $R=-1$, reverses its sign. Your colleague's component is a pseudoscalar that can tell an arrangement of three vectors from its mirror image.

**The smallest cases.** For $l=0$ there is one component, and an odd $l_3$ forces $w(0,0,k)=-w(0,0,k)=0$: the coupling itself is zero. The first case with a nonzero 3j symbol is $l=l_3=1$. Up to a constant factor set by the normalisation of the coupling, your sum there is the triple product $(c\times c)\cdot d=0$, and your colleague's is $(u_0\times u_1)\cdot u_2$.

### The two results in Lean

```lean
import Mathlib

open Matrix

namespace OddBispectrum

noncomputable section

variable {ι κ : Type*} [Fintype ι] [Fintype κ]

/-- The bispectrum sum of three channels `a`, `b`, `d` with coupling coefficients `w`. -/
def bispectrum (w : ι → ι → κ → ℂ) (a b : ι → ℂ) (d : κ → ℂ) : ℂ :=
  ∑ i, ∑ j, ∑ k, w i j k * a i * b j * d k

/-- The Levi-Civita symbol on the Cartesian indices 0, 1, 2, written as a product of
index differences. -/
def eps (i j k : Fin 3) : ℂ :=
  ((j.val : ℂ) - (i.val : ℂ)) * ((k.val : ℂ) - (i.val : ℂ)) * ((k.val : ℂ) - (j.val : ℂ)) / 2

/-- If the coupling changes sign under exchange of its first two arguments, then exchanging
the first two channels reverses the sign of the bispectrum. -/
theorem bispectrum_swap (w : ι → ι → κ → ℂ) (h : ∀ i j k, w j i k = -w i j k)
    (a b : ι → ℂ) (d : κ → ℂ) : bispectrum w b a d = -bispectrum w a b d := by
  unfold bispectrum
  -- relabel the two summation indices
  rw [Finset.sum_comm]
  simp only [← Finset.sum_neg_distrib]
  refine Finset.sum_congr rfl fun x _ => Finset.sum_congr rfl fun y _ =>
    Finset.sum_congr rfl fun k _ => ?_
  linear_combination (b y * a x * d k) * h x y k

/-- With the sum of two channels `a` and `b` in both of the first two places, the bispectrum splits
into two diagonal and two cross terms. -/
theorem bispectrum_add_self (w : ι → ι → κ → ℂ) (a b : ι → ℂ) (d : κ → ℂ) :
    bispectrum w (a + b) (a + b) d =
      bispectrum w a a d + bispectrum w a b d + bispectrum w b a d + bispectrum w b b d := by
  simp only [bispectrum, Pi.add_apply, ← Finset.sum_add_distrib]
  refine Finset.sum_congr rfl fun x _ => Finset.sum_congr rfl fun y _ =>
    Finset.sum_congr rfl fun k _ => ?_
  ring

/-- The bispectrum with a repeated channel vanishes for all complex amplitudes exactly when
the coupling changes sign under exchange of its first two arguments. -/
theorem bispectrum_self_eq_zero_iff (w : ι → ι → κ → ℂ) :
    (∀ c d, bispectrum w c c d = 0) ↔ ∀ i j k, w j i k = -w i j k := by
  classical
  constructor
  · intro h i j k
    -- unit amplitudes pick out a single coupling coefficient
    have hs : ∀ p q : ι, bispectrum w (Pi.single p 1) (Pi.single q 1) (Pi.single k 1)
        = w p q k := by
      intro p q
      simp [bispectrum, Pi.single_apply]
    have e := bispectrum_add_self w (Pi.single i 1) (Pi.single j 1) (Pi.single k 1)
    rw [h, h, h, hs, hs] at e
    linear_combination -e
  · intro h c d
    -- the sum equals its own negative
    have e := bispectrum_swap w h c c d
    linear_combination (1 / 2 : ℂ) * e

/-- A coupling of angular momenta `l`, `l`, `l3` that obeys the exchange phase rule of the
3j symbols gives zero bispectrum for a repeated channel when `l + l + l3` is odd. -/
theorem bispectrum_eq_zero_of_odd (l l3 : ℕ) (hodd : Odd (l + l + l3))
    (w : Fin (2 * l + 1) → Fin (2 * l + 1) → Fin (2 * l3 + 1) → ℂ)
    (hw : ∀ i j k, w j i k = (-1) ^ (l + l + l3) * w i j k)
    (c : Fin (2 * l + 1) → ℂ) (d : Fin (2 * l3 + 1) → ℂ) :
    bispectrum w c c d = 0 := by
  refine (bispectrum_self_eq_zero_iff w).mpr (fun i j k => ?_) c d
  rw [hw i j k, hodd.neg_one_pow, neg_one_mul]

/-- The Levi-Civita symbol obeys the exchange phase rule for `l = l3 = 1`, and its
component with indices 0, 1, 2 is one. -/
theorem eps_witness :
    (∀ i j k, eps j i k = (-1) ^ (1 + 1 + 1) * eps i j k) ∧ eps 0 1 2 = 1 := by
  constructor
  · intro i j k
    unfold eps
    ring
  · norm_num [eps]

/-- With the Levi-Civita coupling, the bispectrum of three Cartesian vector channels is the
determinant of the matrix whose rows are the channels. -/
theorem bispectrum_eps (u : Matrix (Fin 3) (Fin 3) ℂ) :
    bispectrum eps (u 0) (u 1) (u 2) = u.det := by
  simp only [bispectrum, Fin.sum_univ_three, Matrix.det_fin_three]
  norm_num [eps]
  ring

/-- Applying one linear map to all three vector channels multiplies their Levi-Civita
bispectrum by the determinant of the map. -/
theorem bispectrum_eps_mulVec (R u : Matrix (Fin 3) (Fin 3) ℂ) :
    bispectrum eps (R *ᵥ u 0) (R *ᵥ u 1) (R *ᵥ u 2) =
      R.det * bispectrum eps (u 0) (u 1) (u 2) := by
  -- the transformed channels are the rows of `u * Rᵀ`
  have hrow : ∀ i, (u * Rᵀ) i = R *ᵥ u i := by
    intro i
    ext j
    simp [Matrix.mul_apply, Matrix.mulVec, dotProduct, mul_comm]
  rw [← hrow 0, ← hrow 1, ← hrow 2, bispectrum_eps, bispectrum_eps, Matrix.det_mul,
    Matrix.det_transpose, mul_comm]

/-- Three orthonormal complex vector channels have a Levi-Civita bispectrum of modulus one. -/
theorem norm_bispectrum_eps_of_orthonormal (u : Matrix (Fin 3) (Fin 3) ℂ)
    (hu : ∀ i j, u i ⬝ᵥ star (u j) = if i = j then 1 else 0) :
    ‖bispectrum eps (u 0) (u 1) (u 2)‖ = 1 := by
  -- orthonormal rows make the matrix unitary
  have h : u * uᴴ = 1 := by
    ext i j
    simpa [Matrix.mul_apply, dotProduct, Matrix.one_apply] using hu i j
  have hd := congrArg Matrix.det h
  rw [Matrix.det_mul, Matrix.det_conjTranspose, Matrix.det_one] at hd
  have hn := congrArg norm hd
  rw [norm_mul, norm_star, norm_one] at hn
  rw [bispectrum_eps]
  nlinarith [norm_nonneg u.det]

/-- The Levi-Civita bispectrum of three complex vector channels is nonzero exactly when the
channels are linearly independent. -/
theorem bispectrum_eps_ne_zero_iff (u : Matrix (Fin 3) (Fin 3) ℂ) :
    bispectrum eps (u 0) (u 1) (u 2) ≠ 0 ↔ LinearIndependent ℂ (fun i => u i) := by
  rw [bispectrum_eps, ← isUnit_iff_ne_zero, ← Matrix.isUnit_iff_isUnit_det]
  exact Matrix.linearIndependent_rows_iff_isUnit.symm

end

end OddBispectrum
```

```lean
#print axioms OddBispectrum.bispectrum_eq_zero_of_odd
#print axioms OddBispectrum.bispectrum_eps_mulVec
#print axioms OddBispectrum.norm_bispectrum_eps_of_orthonormal
#print axioms OddBispectrum.bispectrum_eps_ne_zero_iff
```

```
'OddBispectrum.bispectrum_eq_zero_of_odd' depends on axioms: [propext, Classical.choice, Quot.sound]
'OddBispectrum.bispectrum_eps_mulVec' depends on axioms: [propext, Classical.choice, Quot.sound]
'OddBispectrum.norm_bispectrum_eps_of_orthonormal' depends on axioms: [propext, Classical.choice, Quot.sound]
'OddBispectrum.bispectrum_eps_ne_zero_iff' depends on axioms: [propext, Classical.choice, Quot.sound]
```

### What the statements say about the physics

`bispectrum w a b d` is the sum above. The finite types `ι` and `κ` label the components. The first two channels share `ι`, which expresses that their angular momenta $l_1$ and $l_2$ are equal, and all amplitudes and couplings are complex.

`bispectrum_self_eq_zero_iff` is the equivalence for an arbitrary array `w`: zero for every `c` and `d` exactly when `w` is odd under exchange of its first two arguments.

`bispectrum_eq_zero_of_odd` specialises it to angular momenta. The index `i` in `Fin (2 * l + 1)` runs from $0$ to $2l$ and stands for $m=i-l$. The hypothesis `hw` is the exchange phase, which expresses that two equal angular momenta couple to $l_3$ either symmetrically or antisymmetrically. It is assumed of `w` and not derived from a formula for the 3j symbols, so the theorem applies to any array with this symmetry.

`eps_witness` shows that `eps` satisfies this phase rule for $l=l_3=1$ and has a component equal to one. In this case the zero for a repeated channel is therefore not the trivial zero of a vanishing coupling.

In the vector theorems `u 0`, `u 1` and `u 2` are the channels, and `Fin 3` labels Cartesian components instead of $m$. The condition `hu` is orthonormality in the complex inner product, $\sum_m u_{im}\overline{u_{jm}}=\delta_{ij}$. The conjugation belongs to this condition only. Linear independence is over the complex numbers.

One step to your colleague's code is left to ordinary algebra and is not machine-checked here: the unitary change from Cartesian to spherical components turns `eps` into the $(1,1,1)$ 3j symbol times a constant of modulus $\sqrt6$, so with 3j normalisation her orthonormal channels give modulus $1/\sqrt6$ instead of one.

For descriptors used in interatomic potentials, this means that odd components with $l_1=l_2$ can be left out when those two factors are the same channel. For different channels they may carry information about handedness, as the $l=1$ example shows. Without external fields, however, and with the minute effect of the weak interaction neglected, the potential energy of a structure equals that of its mirror image. An energy model that is linear in the components therefore leaves out the ones that change sign under inversion, while products of two of them are allowed. The vanishing theorem needs two equal angular momenta, which can be put in the first two places by reordering the factors. It makes no statement when all three differ.

### From the exchange of indices to the determinant

`bispectrum_swap` is the relabelling argument. `Finset.sum_comm` exchanges the two outer sums, `Finset.sum_congr` reduces the claim to single terms, and `linear_combination` multiplies the antisymmetry of `w` by the three amplitudes. `bispectrum_add_self` is the four-term expansion, also proved term by term.

In the equivalence, the forward direction uses `Pi.single i 1`, the channel with one unit amplitude at `i`. The auxiliary statement `hs` says that three such channels pick out one coefficient of `w`. Rewriting with `h` removes the repeated-channel terms from the expansion, and the antisymmetry is left. This includes $i=j$, where it says $2w(i,i,k)=0$. The backward direction takes half of $B=-B$. The angular momentum version then only has to replace the phase by $-1$, which `hodd.neg_one_pow` does.

`bispectrum_eps` writes out both the triple sum and the $3\times3$ determinant, evaluates `eps` on all index triples with `norm_num`, and compares the polynomials with `ring`. The later vector results rest on it:

- `bispectrum_eps_mulVec` first shows in `hrow` that the transformed channels are the rows of `u * Rᵀ`, then uses the product rule for determinants.
- `norm_bispectrum_eps_of_orthonormal` turns `hu` into `u * uᴴ = 1` and takes determinants and then norms. This gives $|\det u|^2=1$, and `nlinarith` selects the nonnegative root.
- `bispectrum_eps_ne_zero_iff` passes from a nonzero determinant to an invertible matrix, and from there to linearly independent rows.
